# The fragment-plus-bath space of an idempotent density matrix is invariant and at most twice as large as the fragment

A few orbitals of a large molecule or lattice are to be treated with an accurate many-electron method, and the rest is described only through a single Slater determinant for the whole system. The chosen orbitals, the fragment, are in general entangled with their surroundings, and simply cutting them out would discard that entanglement. Density matrix embedding adds a set of bath orbitals, built from the determinant's one-particle density matrix. How many are needed, and is the enlarged set closed under the density matrix?

For a determinant, a fragment of \(m\) orbitals needs at most \(m\) bath orbitals, whatever the size of the surroundings. This concerns the construction of the embedding space from a mean-field state. The correlated calculation in that space, and any self-consistent matching of density matrices, are separate matters.

## Density matrix and fragment as idempotent maps

Let \(V\) be the one-particle space over a field \(K\), in practice \(\mathbb R\) or \(\mathbb C\). The density matrix is a linear map \(D:V\to V\), and the fragment is the range of a linear map \(A:V\to V\). The conditions used below are
\[
D^2=D,\qquad A^2=A .
\]
The first says that \(D\) is diagonalisable with eigenvalues 0 and 1 only: its eigenvectors are empty or occupied orbitals, as in a determinant of spin orbitals. Other orbitals, such as a single site, can have a fractional occupation. For a closed shell, \(D\) is the density matrix of one spin, not the spin-summed one, whose eigenvalues are 0 and 2. A correlated or thermal state generally violates this condition. The second says that \(A\) is a projector.

Neither map has to be self-adjoint. In a non-orthogonal basis with overlap matrix \(S\) and density coefficients \(P\), the determinant satisfies \(PSP=P\), so \(D=PS\) is idempotent and fits the description. The matrix \(PS\) is in general not Hermitian, although the map it represents is self-adjoint in the inner product defined by \(S\).

```lean
import Mathlib

open Module

namespace DensityMatrixEmbedding

noncomputable section

variable {K V : Type*} [Field K] [AddCommGroup V] [Module K V]
```

`End K V` is the type of linear maps from \(V\) to itself, and its product is composition. Idempotence and finite dimension are not built in; each theorem lists those it uses.

## The bath and the embedding space

Apply \(D\) to a fragment vector \(Ay\) and remove the part that lies in the fragment. What remains is \((1-A)DAy\), and the bath is the set of all such vectors:
\[
B=\operatorname{range}\bigl((1-A)DA\bigr).
\]

```lean
/-- The bath: the part outside the fragment of the images of fragment vectors under the
density matrix `D`, where `A` is the fragment projector. -/
def bath (D A : End K V) : Submodule K V :=
  LinearMap.range ((1 - A) * D * A)
```

The embedding space consists of the fragment and the bath together:
\[
W=\operatorname{range}A+B .
\]

```lean
/-- The embedding space: the sum of the fragment `range A` and its bath. -/
def embeddingSpace (D A : End K V) : Submodule K V :=
  LinearMap.range A ⊔ bath D A
```

The symbol `⊔` is the sum of two subspaces, which need not be direct. Written out, \(w\in W\) means that there are \(x,y\in V\) with
\[
w=Ax+\bigl(DAy-ADAy\bigr).
\]

```lean
/-- A vector lies in the embedding space exactly when it has the form
`A x + (D (A y) - A (D (A y)))` for some `x` and `y`. -/
theorem mem_embeddingSpace_iff (D A : End K V) (w : V) :
    w ∈ embeddingSpace D A ↔ ∃ x y, w = A x + (D (A y) - A (D (A y))) := by
  constructor
  · intro h
    obtain ⟨a, ⟨x, rfl⟩, b, ⟨y, rfl⟩, h⟩ := Submodule.mem_sup.mp h
    exact ⟨x, y, h.symm⟩
  · rintro ⟨x, y, rfl⟩
    exact Submodule.mem_sup.mpr
      ⟨A x, ⟨x, rfl⟩, D (A y) - A (D (A y)), ⟨y, rfl⟩, rfl⟩
```

The proof unpacks membership in a sum of two ranges. The arguments below on invariance under \(D\), minimality and the occupied part use this form.

## Closure under the density matrix

First, \(D\) sends every fragment vector into \(W\), because
\[
DAz=A(DAz)+\bigl(DAz-ADAz\bigr)
\]
is a fragment vector plus a bath vector. Now take a general \(w\in W\) in the form above and use \(D^2=D\) in the middle term:
\[
Dw=DAx+D^2Ay-DADAy=DAx+DAy-DA(DAy).
\]
Each of the three terms is \(D\) applied to a fragment vector, so each lies in \(W\), and so does \(Dw\).

```lean
/-- An idempotent density matrix maps the embedding space into itself. -/
theorem density_invariant (D A : End K V) (hD : D * D = D) :
    ∀ w ∈ embeddingSpace D A, D w ∈ embeddingSpace D A := by
  have hD' : ∀ x, D (D x) = D x := fun x => LinearMap.congr_fun hD x
  -- the image of a fragment vector splits into a fragment part and a bath part
  have h : ∀ x, D (A x) ∈ embeddingSpace D A := fun x =>
    (mem_embeddingSpace_iff D A _).2 ⟨D (A x), x, by abel⟩
  intro w hw
  obtain ⟨x, y, rfl⟩ := (mem_embeddingSpace_iff D A w).1 hw
  rw [map_add, map_sub, hD']
  exact add_mem (h x) (sub_mem (h y) (h (D (A y))))
```

The local statement `h` is the splitting of \(DAz\). The rewrite with `hD'` replaces \(D^2Ay\) by \(DAy\), and the last line collects the three terms. Only the idempotence of \(D\) enters.

If \(D\) is also self-adjoint, the orthogonal complement of \(W\) is invariant too, and the density matrix separates into an embedding block and an environment block. For a general idempotent \(D\), the theorem gives the invariance of \(W\) alone.

## Counting the orbitals

The dimensions of fragment and bath add if the two share only the zero vector. Suppose that a vector lies in both, so that \(Ax=DAy-ADAy\). Apply \(A\) to both sides:
\[
Ax=A^2x=ADAy-A^2DAy=ADAy-ADAy=0 .
\]

```lean
/-- For an idempotent fragment projector, the fragment and its bath have only the zero
vector in common. -/
theorem fragment_disjoint_bath (D A : End K V) (hA : A * A = A) :
    Disjoint (LinearMap.range A) (bath D A) := by
  have hA' : ∀ x, A (A x) = A x := fun x => LinearMap.congr_fun hA x
  rw [Submodule.disjoint_def]
  rintro _ ⟨x, rfl⟩ ⟨y, hy⟩
  have hy' : D (A y) - A (D (A y)) = A x := hy
  -- the fragment projector kills the bath and fixes the fragment
  have h := congrArg A hy'
  simp only [map_sub, hA', sub_self] at h
  exact h.symm
```

`Disjoint` states that the intersection is the zero subspace. In the proof, `congrArg A` applies the projector to the equation, and `simp` carries out the cancellation.

Now let \(V\) be finite-dimensional and write \(m=\dim\operatorname{range}A\) for the number of fragment orbitals. The dimension formula for a sum of subspaces gives
\[
\dim W=\dim\operatorname{range}A+\dim B-\dim(\operatorname{range}A\cap B)=m+\dim B .
\]
The bath is the image of the fragment under the linear map \((1-A)D\), and a linear map cannot raise the dimension, so \(\dim B\le m\). Hence
\[
\dim W=m+\dim B\le 2m .
\]
Invariance under \(A\) is immediate, since \(Aw\in\operatorname{range}A\subseteq W\).

```lean
/-- For an idempotent density matrix `D` and an idempotent fragment projector `A` on a
finite-dimensional space, the embedding space is invariant under both. Its dimension is
that of the fragment plus that of the bath, and at most twice that of the fragment. -/
theorem embeddingSpace_invariant_and_small [FiniteDimensional K V] (D A : End K V)
    (hD : D * D = D) (hA : A * A = A) :
    (∀ w ∈ embeddingSpace D A, D w ∈ embeddingSpace D A) ∧
    (∀ w ∈ embeddingSpace D A, A w ∈ embeddingSpace D A) ∧
    finrank K (embeddingSpace D A)
      = finrank K (LinearMap.range A) + finrank K (bath D A) ∧
    finrank K (embeddingSpace D A) ≤ 2 * finrank K (LinearMap.range A) := by
  -- dimensions add because fragment and bath are disjoint
  have hdim : finrank K (embeddingSpace D A)
      = finrank K (LinearMap.range A) + finrank K (bath D A) := by
    have h := Submodule.finrank_sup_add_finrank_inf_eq (LinearMap.range A) (bath D A)
    rw [(fragment_disjoint_bath D A hA).eq_bot, finrank_bot, add_zero] at h
    exact h
  -- the bath is a linear image of the fragment
  have hbath : finrank K (bath D A) ≤ finrank K (LinearMap.range A) := by
    have e : bath D A = (LinearMap.range A).map ((1 - A) * D) :=
      LinearMap.range_comp A ((1 - A) * D)
    rw [e]
    exact Submodule.finrank_map_le _ _
  refine ⟨density_invariant D A hD, fun w _ => ?_, hdim, by omega⟩
  exact Submodule.mem_sup_left ⟨w, rfl⟩
```

The theorem has four parts: invariance under `D`, invariance under `A`, the dimension as a sum, and the bound. `finrank` is the dimension as a natural number. The step `hdim` is the dimension formula with zero intersection, `hbath` is the image argument, and `omega` combines the two into the bound.

## Three sites worked by hand

Take three equivalent sites with orthonormal site vectors \(e_0,e_1,e_2\) and one electron of a given spin in the symmetric orbital \((1,1,1)/\sqrt3\). Then every entry of \(D\) is \(1/3\). Let the fragment be site 0, so \(A=\operatorname{diag}(1,0,0)\). We get
\[
DAe_0=\tfrac13(1,1,1),\qquad (1-A)DAe_0=\tfrac13(0,1,1).
\]
The normalised bath orbital is \(b=(0,1,1)/\sqrt2\), and \(W\) is spanned by \(e_0\) and \(b\). On these two vectors
\[
De_0=\tfrac13e_0+\tfrac{\sqrt2}{3}b,\qquad
Db=\tfrac{\sqrt2}{3}e_0+\tfrac23b ,
\]
so \(D\) stays within \(W\). The density matrix in this basis has trace \(\tfrac13+\tfrac23=1\) and determinant \(\tfrac29-\tfrac29=0\): one occupied and one empty orbital. The remaining direction \((0,1,-1)/\sqrt2\) is annihilated by \(D\) and is left out as an empty environment orbital.

## No smaller invariant space contains the fragment

Let \(U\) be a subspace that contains the fragment and is mapped into itself by \(D\). For any \(x,y\), the vectors \(Ax\) and \(Ay\) lie in \(U\), hence also \(DAy\). The vector \(ADAy\) is in the fragment and so in \(U\) as well. Therefore
\[
Ax+DAy-ADAy\in U ,
\]
which means \(W\subseteq U\).

```lean
/-- Every subspace that contains the fragment and is invariant under the density matrix
contains the embedding space. -/
theorem embeddingSpace_minimal (D A : End K V) (U : Submodule K V)
    (hfrag : LinearMap.range A ≤ U) (hU : ∀ u ∈ U, D u ∈ U) :
    embeddingSpace D A ≤ U := by
  intro w hw
  obtain ⟨x, y, rfl⟩ := (mem_embeddingSpace_iff D A w).1 hw
  exact U.add_mem (hfrag ⟨x, rfl⟩)
    (U.sub_mem (hU _ (hfrag ⟨y, rfl⟩)) (hfrag ⟨D (A y), rfl⟩))
```

The hypothesis `hfrag` says that the fragment lies in `U`, and `hU` says that `D` preserves `U`. This inclusion needs no idempotence and no finite dimension. Together with the invariance of \(W\) for \(D^2=D\), it makes \(W\) the smallest \(D\)-invariant subspace that contains the fragment.

## Occupied orbitals in the embedding space

The many-electron problem in \(W\) also needs an electron number. The occupied part of \(W\) is its image \(D(W)\). For \(w=Ax+DAy-ADAy\), idempotence of \(D\) gives
\[
Dw=DAx+DAy-DADAy=DA\bigl(x+y-DAy\bigr),
\]
so \(D(W)\subseteq\operatorname{range}(DA)\). Conversely, \(DAx=D(Ax)\) with \(Ax\in W\). Hence
\[
D(W)=\operatorname{range}(DA).
\]

```lean
/-- For an idempotent density matrix, the occupied part of the embedding space is the
image of the fragment under the density matrix. -/
theorem occupied_part (D A : End K V) (hD : D * D = D) :
    (embeddingSpace D A).map D = LinearMap.range (D * A) := by
  have hD' : ∀ x, D (D x) = D x := fun x => LinearMap.congr_fun hD x
  apply le_antisymm
  · rintro _ ⟨w, hw, rfl⟩
    obtain ⟨x, y, rfl⟩ := (mem_embeddingSpace_iff D A w).1 hw
    refine ⟨x + y - D (A y), ?_⟩
    simp only [Module.End.mul_apply, map_add, map_sub, hD']
    abel
  · rintro _ ⟨x, rfl⟩
    exact ⟨A x, Submodule.mem_sup_left ⟨x, rfl⟩, rfl⟩
```

In Lean, `(embeddingSpace D A).map D` is the image \(D(W)\). The two inclusions are proved separately, and the first supplies the vector \(x+y-DAy\) explicitly.

Assume now that \(V\) is finite-dimensional and that \(DAx=0\) happens only when \(Ax=0\). Physically, no combination of fragment orbitals is completely empty. Then \(DA\) and \(A\) have the same kernel, and rank plus nullity gives
\[
\dim D(W)=\dim V-\dim\ker(DA)=\dim V-\dim\ker A=m .
\]

```lean
/-- If an idempotent density matrix on a finite-dimensional space annihilates no nonzero
fragment vector, the occupied part of the embedding space has the dimension of the
fragment. -/
theorem occupied_dimension [FiniteDimensional K V] (D A : End K V) (hD : D * D = D)
    (hinj : ∀ x, D (A x) = 0 → A x = 0) :
    finrank K ((embeddingSpace D A).map D) = finrank K (LinearMap.range A) := by
  rw [occupied_part D A hD]
  have hk : LinearMap.ker (D * A) = LinearMap.ker A := by
    ext x
    rw [LinearMap.mem_ker, LinearMap.mem_ker, Module.End.mul_apply]
    exact ⟨hinj x, fun h => by rw [h, map_zero]⟩
  -- equal kernels give equal ranks
  have h1 := LinearMap.finrank_range_add_finrank_ker (D * A)
  have h2 := LinearMap.finrank_range_add_finrank_ker A
  rw [hk] at h1
  omega
```

The condition on the fragment is the hypothesis `hinj`; it is assumed, not derived from idempotence. It fails whenever the fragment has more orbitals than \(D\) has occupied ones, as can happen in a large basis set; the occupied part of \(W\) then has a dimension below \(m\). The proof establishes the equality of kernels as `hk`, then compares the rank-nullity formulas of the two maps.

Under this condition the embedding problem holds \(m\) electrons if \(D\) covers all spin orbitals. For a closed shell, where \(D\) describes one spin, it holds \(m\) electrons of each spin, \(2m\) in total. This is half filling when the bath has its full dimension \(m\), so that \(\dim W=2m\). With a smaller bath the filling is higher: for \(D=1\) the bath is zero, and all \(m\) orbitals of \(W\) are occupied.

## Two sites reach the bound

The smallest bond shows that the factor two can occur. Take real vectors \(x=(x_0,x_1)\) on two sites, with site 0 as the fragment:
\[
A(x_0,x_1)=(x_0,0).
\]

```lean
/-- The projector onto the first site of a two-site model. -/
def siteProjector : End ℝ (Fin 2 → ℝ) := Matrix.toLin' !![1, 0; 0, 0]
```

One electron of a given spin occupies the bonding orbital \((1,1)/\sqrt2\), whose projector is
\[
D(x_0,x_1)=\tfrac12(x_0+x_1,\;x_0+x_1).
\]

```lean
/-- The projector onto the symmetric combination of the two sites. -/
def bondProjector : End ℝ (Fin 2 → ℝ) := Matrix.toLin' !![1/2, 1/2; 1/2, 1/2]
```

Both maps are idempotent: \(A\) leaves \((x_0,0)\) unchanged, and \(D\) leaves a vector with equal entries unchanged. From \(DAx=\tfrac12(x_0,x_0)=0\) follows \(x_0=0\), hence \(Ax=0\). The fragment is the line through \((1,0)\), so \(m=1\). Finally, any \(w=(w_0,w_1)\) splits as
\[
w=A(w_0,0)+(1-A)DA(2w_1,0),
\]
because \(DA(2w_1,0)=(w_1,w_1)\), and removing its fragment part leaves \((0,w_1)\). So \(W\) is the whole plane, and \(\dim W=2=2m\).

```lean
/-- In the two-site model both projectors are idempotent, the bond projector annihilates no
nonzero fragment vector, the fragment has dimension one and the embedding space dimension
two, so the bound of twice the fragment dimension is attained. -/
theorem embeddingSpace_witness :
    bondProjector * bondProjector = bondProjector ∧
    siteProjector * siteProjector = siteProjector ∧
    (∀ x, bondProjector (siteProjector x) = 0 → siteProjector x = 0) ∧
    finrank ℝ (LinearMap.range siteProjector) = 1 ∧
    finrank ℝ (embeddingSpace bondProjector siteProjector) = 2 := by
  have hs : ∀ x, siteProjector x = ![x 0, 0] := by
    intro x
    ext i
    fin_cases i <;> simp [siteProjector, Matrix.mulVec, dotProduct, Fin.sum_univ_succ]
  have hb : ∀ x, bondProjector x = ![(x 0 + x 1) / 2, (x 0 + x 1) / 2] := by
    intro x
    ext i
    fin_cases i <;>
      simp [bondProjector, Matrix.mulVec, dotProduct, Fin.sum_univ_succ] <;> ring
  refine ⟨?_, ?_, ?_, ?_, ?_⟩
  · refine LinearMap.ext fun x => ?_
    rw [Module.End.mul_apply, hb (bondProjector x), hb x]
    ext i
    fin_cases i <;> simp
  · refine LinearMap.ext fun x => ?_
    rw [Module.End.mul_apply, hs (siteProjector x), hs x]
    ext i
    fin_cases i <;> simp
  · intro x h
    rw [hb, hs] at h
    have h0 : x 0 = 0 := by simpa using congrFun h 0
    rw [hs, h0]
    ext i
    fin_cases i <;> simp
  · -- the fragment is the line through the first site vector
    have e : LinearMap.range siteProjector = Submodule.span ℝ {(![1, 0] : Fin 2 → ℝ)} := by
      ext w
      rw [Submodule.mem_span_singleton]
      constructor
      · rintro ⟨x, rfl⟩
        exact ⟨x 0, by rw [hs]; ext i; fin_cases i <;> simp⟩
      · rintro ⟨c, rfl⟩
        exact ⟨![c, 0], by rw [hs]; ext i; fin_cases i <;> simp⟩
    rw [e]
    refine finrank_span_singleton fun h => ?_
    simpa using congrFun h 0
  · -- fragment and bath together fill the whole space
    have e : embeddingSpace bondProjector siteProjector = ⊤ := by
      refine eq_top_iff.2 fun w _ => ?_
      refine (mem_embeddingSpace_iff _ _ w).2 ⟨![w 0, 0], ![2 * w 1, 0], ?_⟩
      simp only [hs, hb]
      ext i
      fin_cases i <;> simp
    rw [e, finrank_top]
    simp

end

end DensityMatrixEmbedding
```

The auxiliary formulas `hs` and `hb` turn the two matrices into the coordinate expressions above. The first three parts are then checked in coordinates, and the two dimensions follow by identifying the fragment with a line and the embedding space with the whole plane. The model satisfies the hypotheses of every dimension statement, including the one on occupied orbitals.

```lean
#print axioms DensityMatrixEmbedding.embeddingSpace_invariant_and_small
#print axioms DensityMatrixEmbedding.embeddingSpace_minimal
#print axioms DensityMatrixEmbedding.occupied_dimension
```

```
'DensityMatrixEmbedding.embeddingSpace_invariant_and_small' depends on axioms: [propext, Classical.choice, Quot.sound]
'DensityMatrixEmbedding.embeddingSpace_minimal' depends on axioms: [propext, Classical.choice, Quot.sound]
'DensityMatrixEmbedding.occupied_dimension' depends on axioms: [propext, Classical.choice, Quot.sound]
```
